# For strictly positive channels on a finite phase space, multichannel weights have minimal variance exactly when no channel moment exceeds the second moment

**A:** Phase space is a finite set \(X\), and the channels are labelled by a finite set \(\iota\). Channel \(i\) is a probability distribution \(g_i\) with \(g_i(x)>0\) everywhere, and the integrand \(f\) is real, of either sign. The weights \(a\) lie in the simplex: \(a_i\ge 0\) and \(\sum_i a_i=1\). Multichannel Monte Carlo estimates the total \(I=\sum_x f(x)\) by drawing events \(x\) from the mixture \(g_a\) below and averaging the event weight \(f(x)/g_a(x)\). Define

\[
g_a(x)=\sum_i a_i\,g_i(x),\qquad W(a)=\sum_x \frac{f(x)^2}{g_a(x)},
\]
\[
W_i(a)=\sum_x \frac{f(x)^2 g_i(x)}{g_a(x)^2},\qquad V(a)=\sum_x g_a(x)\left(\frac{f(x)}{g_a(x)}-I\right)^2 .
\]

The claim is that \(V(a)\le V(b)\) for every \(b\) in the simplex if and only if \(W_i(a)\le W(a)\) for every \(i\).

**Q:** How do these appear in Lean?

**A:** As explicit finite sums. The types `X` and `ι` are the phase space and the set of channel labels, and `g : ι → X → ℝ` is the family of channels.

```lean
import Mathlib

open Filter Topology

namespace MultichannelMonteCarlo

noncomputable section

variable {X ι : Type*} [Fintype X] [Fintype ι]
```

The density \(g_a\) is `mixture g a`.

```lean
/-- The multichannel sampling density `g_a = ∑ i, a i * g i`. -/
def mixture (g : ι → X → ℝ) (a : ι → ℝ) (x : X) : ℝ := ∑ i, a i * g i x
```

\(W(a)\) is `secondMoment g f a`, the mean of the squared event weight when events are drawn from \(g_a\).

```lean
/-- The second moment `W(a)` of the event weight `f / g_a` under the density `g_a`. -/
def secondMoment (g : ι → X → ℝ) (f : X → ℝ) (a : ι → ℝ) : ℝ :=
  ∑ x, f x ^ 2 / mixture g a x
```

\(W_i(a)\) is `channelMoment g f a i`. It averages the same squared weight \((f/g_a)^2\), but over events from channel \(i\) alone.

```lean
/-- The mean `W_i(a)` of the squared event weight `(f / g_a)²` under channel `i`. -/
def channelMoment (g : ι → X → ℝ) (f : X → ℝ) (a : ι → ℝ) (i : ι) : ℝ :=
  ∑ x, f x ^ 2 * g i x / mixture g a x ^ 2
```

\(V(a)\) is `variance g f a`.

```lean
/-- The mean squared deviation of the event weight `f / g_a` from the total `∑ f`,
under the density `g_a`. -/
def variance (g : ι → X → ℝ) (f : X → ℝ) (a : ι → ℝ) : ℝ :=
  ∑ x, mixture g a x * (f x / mixture g a x - ∑ y, f y) ^ 2
```

None of these definitions requires positivity or normalisation. Those enter the theorems as hypotheses: `hg` for strict positivity, `hn` for normalisation, and `ha : a ∈ stdSimplex ℝ ι` for the weights. The docstrings do not always repeat these hypotheses; the theorem statements do.

**Q:** You centre the variance at \(\sum_x f(x)\). A variance is centred at the mean. Are they the same?

**A:** Yes, because the density vanishes nowhere: the mean of the event weight is \(\sum_x g_a(x)\,f(x)/g_a(x)=I\). As for positivity, the \(a_i\) are non-negative and sum to one, so some \(a_i\) is positive, and then \(g_a(x)\ge a_i g_i(x)>0\). The Lean proof finds that \(i\) by contradiction: if no weight were positive, the sum would be at most zero.

```lean
variable {g : ι → X → ℝ} {a b : ι → ℝ}

omit [Fintype X] in
/-- A mixture of strictly positive channels is strictly positive. -/
theorem mixture_pos (hg : ∀ i x, 0 < g i x) (ha : a ∈ stdSimplex ℝ ι) (x : X) :
    0 < mixture g a x := by
  have hex : ∃ i, 0 < a i := by
    by_contra h
    have h0 : ∑ i, a i ≤ 0 :=
      Finset.sum_nonpos fun i _ => not_lt.mp fun hi => h ⟨i, hi⟩
    linarith [ha.2]
  obtain ⟨i, hi⟩ := hex
  exact Finset.sum_pos' (fun k _ => mul_nonneg (ha.1 k) (hg k x).le)
    ⟨i, Finset.mem_univ i, mul_pos hi (hg i x)⟩
```

**Q:** And \(V\) is the variance of one event, not of a run?

**A:** Of one event. For \(N\) independent events the variance of the average is \(V(a)/N\), so at fixed \(N\) the same weights are best. The model does not include differences in computing time between channels.

**Q:** The criterion is written with \(W\), not \(V\). Why does that suffice?

**A:** They differ by a constant. Normalisation gives \(\sum_x g_a(x)=\sum_i a_i\sum_x g_i(x)=1\), and expanding the square gives

\[
V(a)=\sum_x\frac{f(x)^2}{g_a(x)}-2I\sum_x f(x)+I^2\sum_x g_a(x)=W(a)-I^2 .
\]

In the proof, `hG` is the normalisation of the mixture, obtained by exchanging the two sums, and `hx` is the expansion at a single point.

```lean
/-- For strictly positive, normalised channels the variance is the second moment minus the squared
total. -/
theorem variance_eq (hg : ∀ i x, 0 < g i x) (hn : ∀ i, ∑ x, g i x = 1)
    (f : X → ℝ) (ha : a ∈ stdSimplex ℝ ι) :
    variance g f a = secondMoment g f a - (∑ x, f x) ^ 2 := by
  have hG : ∑ x, mixture g a x = 1 := by
    simp only [mixture]
    rw [Finset.sum_comm]
    simp only [← Finset.mul_sum, hn, mul_one]
    exact ha.2
  have hx : ∀ I : ℝ, ∀ x, mixture g a x * (f x / mixture g a x - I) ^ 2
      = f x ^ 2 / mixture g a x - 2 * I * f x + I ^ 2 * mixture g a x := by
    intro I x
    have hp := (mixture_pos hg ha x).ne'
    field_simp
    ring
  unfold variance secondMoment
  rw [Finset.sum_congr rfl (fun x _ => hx (∑ y, f y) x), Finset.sum_add_distrib,
    Finset.sum_sub_distrib, ← Finset.mul_sum, ← Finset.mul_sum, hG]
  ring
```

**Q:** The condition looks only at the point \(a\). How can it exclude a better \(b\) far away?

**A:** Through convexity of \(1/q\). For \(p,q>0\),

\[
\frac1q-\left(\frac2p-\frac{q}{p^2}\right)=\frac{(p-q)^2}{q\,p^2}\ge 0 .
\]

Set \(p=g_a(x)\) and \(q=g_b(x)\), multiply by \(f(x)^2\) and sum over \(x\):

\[
W(b)\ \ge\ 2W(a)-\sum_x\frac{f(x)^2g_b(x)}{g_a(x)^2}.
\]

Since \(g_b=\sum_i b_i g_i\), the last sum equals \(\sum_i b_iW_i(a)\). That identity is a lemma of its own, proved by exchanging sums.

```lean
/-- Averaging the channel moments at `a` with weights `b` puts the density `g_b` in place of
the single channel. -/
theorem sum_channelMoment (g : ι → X → ℝ) (f : X → ℝ) (a b : ι → ℝ) :
    ∑ i, b i * channelMoment g f a i
      = ∑ x, f x ^ 2 * mixture g b x / mixture g a x ^ 2 := by
  simp only [channelMoment, Finset.mul_sum]
  rw [Finset.sum_comm]
  refine Finset.sum_congr rfl fun x _ => ?_
  rw [show mixture g b x = ∑ i, b i * g i x from rfl, Finset.mul_sum, Finset.sum_div]
  exact Finset.sum_congr rfl fun i _ => by ring
```

The tangent bound follows. The Lean proof compares the two sides point by point, names the densities `p` and `q`, and shows that their difference is the square above.

```lean
/-- The second moment at `b` lies above its linear approximation around `a`. -/
theorem secondMoment_tangent (hg : ∀ i x, 0 < g i x) (f : X → ℝ)
    (ha : a ∈ stdSimplex ℝ ι) (hb : b ∈ stdSimplex ℝ ι) :
    2 * secondMoment g f a - ∑ i, b i * channelMoment g f a i ≤ secondMoment g f b := by
  rw [sum_channelMoment]
  unfold secondMoment
  rw [Finset.mul_sum, ← Finset.sum_sub_distrib]
  refine Finset.sum_le_sum fun x _ => ?_
  have hp := mixture_pos hg ha x
  have hq := mixture_pos hg hb x
  generalize mixture g a x = p at *
  generalize mixture g b x = q at *
  -- the difference of the two sides is a square with a positive denominator
  have h : f x ^ 2 / q - (2 * (f x ^ 2 / p) - f x ^ 2 * q / p ^ 2)
      = f x ^ 2 * (p - q) ^ 2 / (q * p ^ 2) := by
    field_simp
    ring
  have h0 : 0 ≤ f x ^ 2 * (p - q) ^ 2 / (q * p ^ 2) := by positivity
  linarith
```

**Q:** Now use the condition.

**A:** Suppose first that \(W_i(a)\le M\) for every \(i\). Because \(b\) lies in the simplex, \(\sum_i b_iW_i(a)\le M\), so the tangent bound gives \(W(b)\ge 2W(a)-M\), that is,

\[
W(a)-W(b)\le M-W(a).
\]

This can be informative even at weights that are not optimal: with \(M\) the largest channel moment, it limits how much any reweighting can gain. For normalised channels the same limit applies to the variance. Once \(M-W(a)\ge V(a)\), however, it says no more than \(V(b)\ge 0\).

```lean
/-- If no channel moment at `a` exceeds `M`, changing the weights lowers the second moment
by at most `M - W(a)`. -/
theorem secondMoment_gap (hg : ∀ i x, 0 < g i x) (f : X → ℝ)
    (ha : a ∈ stdSimplex ℝ ι) (hb : b ∈ stdSimplex ℝ ι) {M : ℝ}
    (hM : ∀ i, channelMoment g f a i ≤ M) :
    secondMoment g f a - secondMoment g f b ≤ M - secondMoment g f a := by
  have h1 : ∑ i, b i * channelMoment g f a i ≤ ∑ i, b i * M :=
    Finset.sum_le_sum fun i _ => mul_le_mul_of_nonneg_left (hM i) (hb.1 i)
  rw [← Finset.sum_mul, hb.2, one_mul] at h1
  linarith [secondMoment_tangent hg f ha hb]
```

Taking \(M=W(a)\) makes the right side zero, so \(a\) minimises \(W\). Normalisation of the channels plays no part here.

```lean
/-- If no channel moment at `a` exceeds `W(a)`, then `a` minimises `W` over the simplex. -/
theorem secondMoment_minimal (hg : ∀ i x, 0 < g i x) (f : X → ℝ)
    (ha : a ∈ stdSimplex ℝ ι)
    (h : ∀ i, channelMoment g f a i ≤ secondMoment g f a) :
    ∀ b ∈ stdSimplex ℝ ι, secondMoment g f a ≤ secondMoment g f b := by
  intro b hb
  linarith [secondMoment_gap hg f ha hb h]
```

**Q:** That shows the condition is sufficient. Perhaps it is too strict, and some optimal weights fail it.

**A:** They don't. Let \(a\) minimise \(W\), pick a channel \(j\), and let \(c\) be the weights that put everything on \(j\), so \(g_c=g_j\). For \(0<t<1\) the point \(s_t=a+t(c-a)\) is in the simplex. Apply the tangent bound at \(s_t\), with \(a\) as the other point, and then use minimality:

\[
2W(s_t)-\sum_x\frac{f(x)^2g_a(x)}{g_{s_t}(x)^2}\ \le\ W(a)\ \le\ W(s_t).
\]

Subtract \(W(s_t)\), write it as \(\sum_x f(x)^2g_{s_t}(x)/g_{s_t}(x)^2\), and use \(g_{s_t}-g_a=t(g_j-g_a)\):

\[
t\sum_x\frac{f(x)^2\,(g_j(x)-g_a(x))}{g_{s_t}(x)^2}\le 0 .
\]

Divide by \(t\) and let \(t\to0\). The sum tends to \(W_j(a)-W(a)\), which is therefore at most zero.

**Q:** Does the Lean proof differentiate \(W\)?

**A:** No, it takes only this limit. `hmix` says that the mixture is linear in `t`, and `hpt` and `hlim` give convergence of each term and then of the finite sum as `t` approaches zero from above. `hle` passes the inequality to the limit. Instead of dividing by `t`, it supposes the sum positive, multiplies by `t`, and contradicts minimality. The second `he` identifies the limit as \(W_j(a)-W(a)\).

```lean
/-- If `a` minimises `W` over the simplex, no channel moment at `a` exceeds `W(a)`. -/
theorem channelMoment_le_of_minimal (hg : ∀ i x, 0 < g i x) (f : X → ℝ)
    (ha : a ∈ stdSimplex ℝ ι)
    (hmin : ∀ b ∈ stdSimplex ℝ ι, secondMoment g f a ≤ secondMoment g f b) (j : ι) :
    channelMoment g f a j ≤ secondMoment g f a := by
  classical
  obtain ⟨c, hcdef⟩ : ∃ c : ι → ℝ, c = fun i => if i = j then 1 else 0 := ⟨_, rfl⟩
  have hc0 : ∀ i, 0 ≤ c i := fun i => by
    by_cases h : i = j <;> simp [hcdef, h]
  have hc1 : ∑ i, c i = 1 := by simp [hcdef]
  have hcj : ∑ i, c i * channelMoment g f a i = channelMoment g f a j := by
    simp [hcdef]
  -- move from `a` towards channel `j` by a step `t`
  let s : ℝ → ι → ℝ := fun t i => a i + t * (c i - a i)
  have hs0 : s 0 = a := by funext i; simp [s]
  have hmix : ∀ t x, mixture g (s t) x
      = mixture g a x + t * (mixture g c x - mixture g a x) := by
    intro t x
    simp only [mixture, s]
    rw [← Finset.sum_sub_distrib, Finset.mul_sum, ← Finset.sum_add_distrib]
    exact Finset.sum_congr rfl fun i _ => by ring
  have key : ∀ u q : ℝ, q ≠ 0 → u / q = u * q / q ^ 2 := by
    intro u q hq
    rw [sq, mul_div_mul_right _ _ hq]
  have hpt : ∀ x, Tendsto (fun t : ℝ => f x ^ 2 * (mixture g c x - mixture g a x)
      / mixture g (s t) x ^ 2) (𝓝[>] 0)
      (𝓝 (f x ^ 2 * (mixture g c x - mixture g a x) / mixture g a x ^ 2)) := by
    intro x
    have hm : Tendsto (fun t : ℝ => mixture g (s t) x) (𝓝 0) (𝓝 (mixture g a x)) := by
      have h : Continuous fun t : ℝ => mixture g (s t) x := by
        simp only [hmix]
        fun_prop
      have h0 := h.tendsto 0
      rwa [hs0] at h0
    exact (tendsto_const_nhds.div (hm.pow 2)
      (pow_ne_zero 2 (mixture_pos hg ha x).ne')).mono_left nhdsWithin_le_nhds
  have hadd : Continuous fun v : X → ℝ => ∑ x, v x := by fun_prop
  have hlim : Tendsto (fun t : ℝ => ∑ x, f x ^ 2 * (mixture g c x - mixture g a x)
      / mixture g (s t) x ^ 2) (𝓝[>] 0)
      (𝓝 (∑ x, f x ^ 2 * (mixture g c x - mixture g a x) / mixture g a x ^ 2)) :=
    (hadd.tendsto _).comp (tendsto_pi_nhds.mpr hpt)
  have hle : ∑ x, f x ^ 2 * (mixture g c x - mixture g a x) / mixture g a x ^ 2 ≤ 0 := by
    refine le_of_tendsto hlim ?_
    filter_upwards [Ioo_mem_nhdsGT (zero_lt_one' ℝ)] with t ht
    have hs : s t ∈ stdSimplex ℝ ι := by
      refine ⟨fun i => ?_, ?_⟩
      · have h1 := mul_nonneg (sub_nonneg.mpr ht.2.le) (ha.1 i)
        have h2 := mul_nonneg ht.1.le (hc0 i)
        change 0 ≤ a i + t * (c i - a i)
        linarith
      · change ∑ i, (a i + t * (c i - a i)) = 1
        rw [Finset.sum_add_distrib, ← Finset.mul_sum, Finset.sum_sub_distrib, ha.2, hc1]
        ring
    have htan := secondMoment_tangent hg f hs ha
    rw [sum_channelMoment] at htan
    have he : t * ∑ x, f x ^ 2 * (mixture g c x - mixture g a x) / mixture g (s t) x ^ 2
        = secondMoment g f (s t)
          - ∑ x, f x ^ 2 * mixture g a x / mixture g (s t) x ^ 2 := by
      unfold secondMoment
      rw [Finset.mul_sum, ← Finset.sum_sub_distrib]
      refine Finset.sum_congr rfl fun x _ => ?_
      rw [key _ _ (mixture_pos hg hs x).ne']
      linear_combination (-(f x ^ 2 / mixture g (s t) x ^ 2)) * hmix t x
    -- a positive sum at `s t` would contradict the minimality of `a`
    by_contra hpos
    have := mul_pos ht.1 (not_le.mp hpos)
    linarith [hmin _ hs]
  have he : ∑ x, f x ^ 2 * (mixture g c x - mixture g a x) / mixture g a x ^ 2
      = channelMoment g f a j - secondMoment g f a := by
    rw [← hcj, sum_channelMoment]
    unfold secondMoment
    rw [← Finset.sum_sub_distrib]
    refine Finset.sum_congr rfl fun x _ => ?_
    rw [key (f x ^ 2) _ (mixture_pos hg ha x).ne']
    ring
  linarith
```

**Q:** Then read me the main theorem in words.

**A:** Given strictly positive, normalised channels, any real \(f\) and weights \(a\) in the simplex, the variance at \(a\) is no larger than at any other point of the simplex exactly when every channel moment at \(a\) is at most the second moment at \(a\). Both directions are the results for \(W\), with the constant \(I^2\) cancelled.

```lean
/-- For strictly positive, normalised channels, weights in the simplex minimise the multichannel
variance over the simplex if and only if no channel moment exceeds the second moment. -/
theorem variance_minimal_iff (hg : ∀ i x, 0 < g i x) (hn : ∀ i, ∑ x, g i x = 1)
    (f : X → ℝ) (ha : a ∈ stdSimplex ℝ ι) :
    (∀ b ∈ stdSimplex ℝ ι, variance g f a ≤ variance g f b) ↔
      ∀ i, channelMoment g f a i ≤ secondMoment g f a := by
  constructor
  · intro h
    refine channelMoment_le_of_minimal hg f ha fun b hb => ?_
    have := h b hb
    rw [variance_eq hg hn f ha, variance_eq hg hn f hb] at this
    linarith
  · intro h b hb
    rw [variance_eq hg hn f ha, variance_eq hg hn f hb]
    linarith [secondMoment_minimal hg f ha h b hb]
```

**Q:** I would have expected equal channel moments at the optimum, not an inequality.

**A:** Equality holds for the channels in use. Exchanging sums gives

\[
\sum_i a_iW_i(a)=\sum_x\frac{f(x)^2g_a(x)}{g_a(x)^2}=W(a).
\]

So \(W(a)\) is the weighted average of numbers that, at the optimum, do not exceed it. If a channel with \(a_i>0\) had \(W_i(a)<W(a)\), the average would fall below \(W(a)\), a contradiction. A channel that is switched off has no weight in the average, so its moment may be smaller. The Lean proof gets the strict inequality from `Finset.sum_lt_sum` and contradicts it with the tangent bound taken at \(b=a\), which says \(W(a)\le\sum_i a_iW_i(a)\).

```lean
/-- At weights of minimal variance, every channel with positive weight has channel moment
equal to the second moment. -/
theorem channelMoment_eq_of_minimal (hg : ∀ i x, 0 < g i x) (hn : ∀ i, ∑ x, g i x = 1)
    (f : X → ℝ) (ha : a ∈ stdSimplex ℝ ι)
    (hmin : ∀ b ∈ stdSimplex ℝ ι, variance g f a ≤ variance g f b)
    {i : ι} (hi : 0 < a i) : channelMoment g f a i = secondMoment g f a := by
  have h := (variance_minimal_iff hg hn f ha).mp hmin
  refine le_antisymm (h i) (not_lt.mp fun hlt => ?_)
  -- one used channel below the average would pull the average below itself
  have hsum : ∑ k, a k * channelMoment g f a k < ∑ k, a k * secondMoment g f a :=
    Finset.sum_lt_sum (fun k _ => mul_le_mul_of_nonneg_left (h k) (ha.1 k))
      ⟨i, Finset.mem_univ i, mul_lt_mul_of_pos_left hlt hi⟩
  rw [← Finset.sum_mul, ha.2, one_mul] at hsum
  linarith [secondMoment_tangent hg f ha ha]

end

end MultichannelMonteCarlo
```

```lean
#print axioms MultichannelMonteCarlo.variance_minimal_iff
-- 'MultichannelMonteCarlo.variance_minimal_iff' depends on axioms: [propext, Classical.choice, Quot.sound]
#print axioms MultichannelMonteCarlo.channelMoment_eq_of_minimal
-- 'MultichannelMonteCarlo.channelMoment_eq_of_minimal' depends on axioms: [propext, Classical.choice, Quot.sound]
```

**Q:** My remaining doubt is the phase space. A scattering cross section is an integral, not a finite sum.

**A:** That is the main idealisation. If each \(x\) stands for a cell, \(f(x)\) is the contribution of that cell, and the variation of the integrand inside it is not part of \(V\). Passing to a continuum would need conditions on the integrals that the finite sums do not.

**Q:** And strict positivity?

**A:** It means that every channel can generate every phase-space point, however rarely. This is an assumption about the channels. A channel with a hard cut that excludes part of phase space does not satisfy it.

**Q:** What can I do with the result in a tree-level calculation?

**A:** With \(f\) built from the squared amplitude and the phase-space factors, it tests whether given weights are optimal for a fixed set of channels on a finite phase space, with all sums known exactly. In a real run the \(W_i\) are estimated from samples, so a small violation may be statistical noise. The theorems do not supply an algorithm for finding the weights, nor do they say that the optimum is unique; two identical channels, for instance, can share their weight in any proportion.
